# The scalar-relativistic right-hand side as a spin-orbit average at common value and slope

The spin-orbit average is taken here between two expressions, not between two solutions. The Dirac channels j = l − 1/2 and j = l + 1/2 generally have different large components, and the mean of two equations for different unknowns is not an equation for either of them. Each second-order right-hand side is therefore treated as a function of the radius r, a value g and a slope p, and the two are averaged with weights proportional to 2j + 1, at the same r, g and p and with the same energy and potential in both.

Equations of the averaged form are used in scalar-relativistic atomic and pseudopotential codes; the setting below is a single electron in a prescribed, real, spherical potential.

```lean
import Mathlib

open Filter Topology

namespace ScalarRelativistic

noncomputable section
```

## The radial Dirac pair and its mass factor

Units are ħ = m = 1, with the speed of light c kept as a parameter. V(r) is the potential, E is the energy without the rest energy, and a prime means d/dr. The relativistic mass factor is

M = 1 + (E − V)/(2c²).

In Lean it is the function `relMass c E V`.

```lean
/-- The relativistic mass factor `M = 1 + (E - V) / (2 c²)`, for `c ≠ 0`. -/
def relMass (c E : ℝ) (V : ℝ → ℝ) (r : ℝ) : ℝ := 1 + (E - V r) / (2 * c ^ 2)
```

G and F are r times the radial amplitudes of the large and small components. They obey

G' = −kG/r + 2McF

F' = kF/r + (V − E)G/c.

The number k labels the channel: k = l stands for j = l − 1/2 (with l ≥ 1), and k = −l − 1 for j = l + 1/2. `IsRadialDirac` states both equations at every r > 0 through `HasDerivAt`, which says that the derivative exists and has the given value. It takes any real k and imposes no boundary condition or normalisation, so nothing below selects bound-state energies.

```lean
/-- The radial Dirac equations for the large component `G` and the small component `F`
at all radii `r > 0`, for `c ≠ 0`. -/
def IsRadialDirac (c E k : ℝ) (V G F : ℝ → ℝ) : Prop :=
  ∀ r, 0 < r →
    HasDerivAt G (-k * G r / r + 2 * relMass c E V r * c * F r) r ∧
    HasDerivAt F (k * F r / r + (V r - E) * G r / c) r
```

Two definitions name right-hand sides as functions of r, g and p: `diracRHS` for a channel k, and `scalarRHS` for an orbital number l. They are written D_k(g, p) and S_l(g, p) below, and parts (b) and (e) derive their content.

```lean
/-- The right-hand side of the second-order equation for a large component with value `g` and slope
`p` at radius `r`, for `c`, `r` and `M` nonzero and `V` differentiable at `r`. -/
def diracRHS (c E : ℝ) (V : ℝ → ℝ) (k r g p : ℝ) : ℝ :=
  k * (k + 1) * g / r ^ 2 + 2 * relMass c E V r * (V r - E) * g
    + deriv (relMass c E V) r / relMass c E V r * (p + k * g / r)

/-- The scalar-relativistic right-hand side for a radial function with value `g` and slope `p` at
radius `r`, for `c`, `r` and `M` nonzero and `V` differentiable at `r`. -/
def scalarRHS (c E : ℝ) (V : ℝ → ℝ) (l r g p : ℝ) : ℝ :=
  l * (l + 1) * g / r ^ 2 + 2 * relMass c E V r * (V r - E) * g
    + deriv (relMass c E V) r / relMass c E V r * (p - g / r)
```

The next definition solves the first Dirac equation for F, given G.

```lean
/-- The small component computed from the large one, `F = (G' + k G / r) / (2 M c)`, for `c`, `r`
and `M` nonzero and `G` differentiable at `r`. -/
def smallComponent (c E k : ℝ) (V G : ℝ → ℝ) (r : ℝ) : ℝ :=
  (deriv G r + k * G r / r) / (2 * relMass c E V r * c)
```

## (a) The slope of the mass factor

Differentiate M at a radius where V has slope V', and show that

M' = −V'/(2c²).

**Solution.** E and c are constants, so (E − V)' = −V'. Division by 2c² and addition of 1 give the result.

The Lean term applies the same three rules: subtraction from a constant, division by a constant, addition of a constant.

```lean
/-- Where the potential has slope `V'`, the mass factor has slope `-V' / (2 c²)`,
for `c ≠ 0`. -/
theorem hasDerivAt_relMass {c E r V' : ℝ} {V : ℝ → ℝ} (hV : HasDerivAt V V' r) :
    HasDerivAt (relMass c E V) (-V' / (2 * c ^ 2)) r :=
  ((hV.const_sub E).div_const (2 * c ^ 2)).const_add 1
```

## (b) Eliminating the small component

Let (G, F) solve the Dirac pair with c ≠ 0. At a radius r > 0 where V is differentiable and M ≠ 0, show that

G'' = k(k+1)G/r² + 2M(V − E)G + (M'/M)(G' + kG/r).

The condition M ≠ 0 excludes radii where E − V = −2c². At such a radius F disappears from the first Dirac equation, so that equation does not give F from the values of G and G' there.

**Solution.** Differentiate the first equation:

G'' = −kG'/r + kG/r² + 2M'cF + 2McF'.

The second equation gives

2McF' = (k/r)(2McF) + 2M(V − E)G.

The first equation also reads 2McF = G' + kG/r. Hence

(k/r)(2McF) = kG'/r + k²G/r²

2M'cF = (M'/M)(G' + kG/r).

In the sum the terms ∓kG'/r cancel, and kG/r² + k²G/r² = k(k+1)G/r².

In the Lean proof, `h1` differentiates −kG/r, and `h2` differentiates 2McF with the second Dirac equation already inserted. The final algebra runs in the opposite direction to the derivation above: `hG.deriv` replaces G' by its expression in G and F, after which `field_simp` and `ring` confirm that both sides agree.

```lean
/-- Elimination of the small component: for `c ≠ 0`, at a radius `r > 0` where `V` is
differentiable and `M ≠ 0`, the large component of a radial Dirac solution obeys
`G'' = k(k+1)G/r² + 2M(V-E)G + (M'/M)(G' + kG/r)`. -/
theorem large_component_equation {c E k r : ℝ} {V G F : ℝ → ℝ} (hc : c ≠ 0)
    (h : IsRadialDirac c E k V G F) (hr : 0 < r) (hV : DifferentiableAt ℝ V r)
    (hM : relMass c E V r ≠ 0) :
    HasDerivAt (deriv G) (diracRHS c E V k r (G r) (deriv G r)) r := by
  have hMd : HasDerivAt (relMass c E V) (deriv (relMass c E V) r) r :=
    (hasDerivAt_relMass hV.hasDerivAt).differentiableAt.hasDerivAt
  obtain ⟨hG, hF⟩ := h r hr
  -- near r the slope of G is given by the first Dirac equation
  have hev : deriv G =ᶠ[𝓝 r]
      fun s => -k * G s / s + 2 * relMass c E V s * c * F s := by
    filter_upwards [Ioi_mem_nhds hr] with s hs
    exact (h s hs).1.deriv
  -- differentiate that equation and insert the second one
  have h1 := (hG.const_mul (-k)).fun_div (hasDerivAt_id' r) hr.ne'
  have h2 := ((hMd.const_mul 2).mul_const c).fun_mul hF
  refine ((h1.fun_add h2).congr_of_eventuallyEq hev).congr_deriv ?_
  simp only [diracRHS, hG.deriv]
  field_simp
  ring
```

The proof turns on the step named `hev`. To differentiate G' at r, one needs to know G' near r as well as at r: the functions x and 2x agree at x = 0 and have different slopes there. Mathlib expresses agreement near a point as `=ᶠ[𝓝 r]`, which says that two functions coincide on some neighbourhood of r.

Here the neighbourhood comes from `Ioi_mem_nhds hr`: since r > 0, the positive half-line is a neighbourhood of r, and the first Dirac equation holds at each of its points. The lemma `congr_of_eventuallyEq` then transfers the derivative of the right-hand side to `deriv G`. The proof thus uses the first Dirac equation on a neighbourhood of r, and the second only at r; assuming the pair at all positive radii is more than enough. V need only be differentiable at the one radius considered.

## (c) Back from second order to the Dirac pair

Suppose that c ≠ 0 and that, at every r > 0, V and G are differentiable, M ≠ 0, and G satisfies the equation of part (b). Show that G solves the Dirac pair together with

F = (G' + kG/r)/(2Mc).

**Solution.** Multiplying by 2Mc and rearranging gives the first Dirac equation. For the second, write N = G' + kG/r, so that F = N/(2Mc). Then

N' = G'' + kG'/r − kG/r².

Insert the second-order equation. Since k(k+1) − k = k²,

N' = (k/r)N + 2M(V − E)G + (M'/M)N.

The quotient rule gives

F' = N'/(2Mc) − M'N/(2M²c) = kF/r + (V − E)G/c,

because the two terms with M' cancel.

Lean proves the two equations separately. In the second half `hnum` is the derivative of N, `fun_div` is the quotient rule, and `field_simp` with `ring` carries out the cancellation.

```lean
/-- Converse: for `c ≠ 0`, `V` differentiable and `M ≠ 0` at all `r > 0`, a differentiable
solution `G` of the second-order equation, together with the small component computed
from it, solves the radial Dirac equations. -/
theorem radialDirac_of_large_component {c E k : ℝ} {V G : ℝ → ℝ} (hc : c ≠ 0)
    (hV : ∀ r, 0 < r → DifferentiableAt ℝ V r)
    (hM : ∀ r, 0 < r → relMass c E V r ≠ 0)
    (hG : ∀ r, 0 < r → DifferentiableAt ℝ G r)
    (hG2 : ∀ r, 0 < r → HasDerivAt (deriv G) (diracRHS c E V k r (G r) (deriv G r)) r) :
    IsRadialDirac c E k V G (smallComponent c E k V G) := by
  intro r hr
  have hMr := hM r hr
  have hMd : HasDerivAt (relMass c E V) (deriv (relMass c E V) r) r :=
    (hasDerivAt_relMass (hV r hr).hasDerivAt).differentiableAt.hasDerivAt
  have hden : 2 * relMass c E V r * c ≠ 0 := mul_ne_zero (mul_ne_zero two_ne_zero hMr) hc
  constructor
  · -- the first equation is the definition of the small component
    have e : 2 * relMass c E V r * c * smallComponent c E k V G r
        = deriv G r + k * G r / r := by
      simp only [smallComponent]
      field_simp
    refine (hG r hr).hasDerivAt.congr_deriv ?_
    rw [e]
    ring
  · -- the second one follows by the quotient rule
    have hnum := (hG2 r hr).fun_add
      (((hG r hr).hasDerivAt.const_mul k).fun_div (hasDerivAt_id' r) hr.ne')
    refine (hnum.fun_div ((hMd.const_mul 2).mul_const c) hden).congr_deriv ?_
    simp only [smallComponent, diracRHS]
    field_simp
    ring
```

Under these conditions, passing to second order loses no information: F can be rebuilt from G.

## (d) Two channels with one centrifugal term

Find all real k that give the same centrifugal factor as l:

k(k+1) = l(l+1) exactly when k = l or k = −l − 1.

**Solution.** The difference of the two sides factorises:

k(k+1) − l(l+1) = (k − l)(k + l + 1).

It vanishes exactly when one of the factors does. For l ≥ 1 the two roots are the two spin-orbit partners. For l = 0 they are k = 0, which is not a Dirac channel, and k = −1.

Lean obtains the factorised form with `linear_combination` and splits it with `mul_eq_zero`; the reverse direction is substitution.

```lean
/-- The centrifugal factor `k(k+1)` equals `l(l+1)` exactly for `k = l` and `k = -l-1`. -/
theorem centrifugal_eq_iff (k l : ℝ) :
    k * (k + 1) = l * (l + 1) ↔ k = l ∨ k = -l - 1 := by
  constructor
  · intro h
    have h0 : (k - l) * (k + l + 1) = 0 := by linear_combination h
    rcases mul_eq_zero.mp h0 with h1 | h1
    · left; linarith
    · right; linarith
  · rintro (rfl | rfl) <;> ring
```

## (e) The weighted average

Average D_k over k = l and k = −l − 1 with weights l and l + 1, at common r, g and p and with the same E and V in both channels. Show that

[l D_l(g, p) + (l+1) D_{−l−1}(g, p)]/(2l+1) = l(l+1)g/r² + 2M(V − E)g + (M'/M)(p − g/r).

The right-hand side is S_l(g, p). The weights are proportional to the degeneracies 2j + 1, which are 2l and 2l + 2.

**Solution.** By part (d) the centrifugal terms agree, and the term 2M(V − E)g does not contain k. Only kg/r in the last bracket changes between the channels, and the mean of k is

[l·l − (l+1)(l+1)]/(2l+1) = −(2l+1)/(2l+1) = −1.

So p + kg/r averages to p − g/r. For l = 0 the weights are 0 and 1, and only the channel k = −1 contributes.

In Lean l is a natural number, which makes 2l + 1 nonzero; `div_eq_iff` clears this denominator and `ring` compares the two sides. The identity is purely algebraic, so the theorem does not list the conditions that c, r and M be nonzero and that V be differentiable at r, although its physical reading needs them.

```lean
/-- Spin-orbit averaging: at common value and slope of the radial function, the mean of the
right-hand sides for `k = l` and `k = -l-1` with weights `l` and `l+1` is the
scalar-relativistic right-hand side. -/
theorem spin_orbit_average (c E : ℝ) (V : ℝ → ℝ) (l : ℕ) (r g p : ℝ) :
    (l * diracRHS c E V l r g p + (l + 1) * diracRHS c E V (-l - 1) r g p) / (2 * l + 1)
      = scalarRHS c E V l r g p := by
  have hl : (2 * (l : ℝ) + 1) ≠ 0 := by positivity
  rw [div_eq_iff hl]
  simp only [diracRHS, scalarRHS]
  ring
```

The theorem does not say that the mean of two Dirac solutions solves the scalar equation, nor does it estimate how far scalar-relativistic energies lie from Dirac energies.

## (f) The term that averaging removes

For k(k+1) = l(l+1), find what separates the Dirac right-hand side from the scalar one:

D_k(g, p) = S_l(g, p) + (M'/M)(k+1)g/r.

**Solution.** The first two terms of D_k and S_l agree by hypothesis. In the last one, write

p + kg/r = (p − g/r) + (k+1)g/r.

By part (a), M' is proportional to V', so the extra term carries the factor V'/r familiar from spin-orbit coupling. Its factor k + 1 equals l + 1 for k = l and −l for k = −l − 1. With weights l and l + 1 these contributions cancel, in agreement with part (e).

The Lean proof multiplies the hypothesis `hk` by g/r² to match the centrifugal terms; the rest is an algebraic identity.

```lean
/-- If `k(k+1) = l(l+1)`, the Dirac right-hand side is the scalar-relativistic one plus the
spin-orbit term `(M'/M)(k+1) g / r`, for `c`, `r` and `M` nonzero and `V` differentiable at `r`. -/
theorem spin_orbit_splitting (c E : ℝ) (V : ℝ → ℝ) {k l : ℝ} (r g p : ℝ)
    (hk : k * (k + 1) = l * (l + 1)) :
    diracRHS c E V k r g p = scalarRHS c E V l r g p
      + deriv (relMass c E V) r / relMass c E V r * ((k + 1) * g / r) := by
  simp only [diracRHS, scalarRHS]
  linear_combination (g / r ^ 2) * hk
```

## (g) The s channel

Let k = −1, under the assumptions of part (b). Show that the large component satisfies the scalar equation for l = 0 without any averaging:

G'' = 2M(V − E)G + (M'/M)(G' − G/r).

**Solution.** Put k = −1 in the equation of part (b). The factor k(k+1) is zero, and G' + kG/r becomes G' − G/r. In the language of part (f), the spin-orbit term vanishes because k + 1 = 0.

Lean takes `large_component_equation` and checks that the two right-hand sides coincide.

```lean
/-- For `k = -1` and `c ≠ 0`, the large component of a radial Dirac solution obeys the
scalar-relativistic equation with `l = 0` exactly, at any `r > 0` where `V` is
differentiable and `M ≠ 0`. -/
theorem s_wave_exact {c E r : ℝ} {V G F : ℝ → ℝ} (hc : c ≠ 0)
    (h : IsRadialDirac c E (-1) V G F) (hr : 0 < r) (hV : DifferentiableAt ℝ V r)
    (hM : relMass c E V r ≠ 0) :
    HasDerivAt (deriv G) (scalarRHS c E V 0 r (G r) (deriv G r)) r := by
  refine (large_component_equation hc h hr hV hM).congr_deriv ?_
  simp only [diracRHS, scalarRHS]
  ring
```

## (h) A Coulomb solution with varying mass factor

Take c = 1, E = −2/5, k = −1 and V = −4/(5r). Verify that the following pair solves the Dirac equations, and that M has no zero for r > 0:

G = r^(3/5) exp(−4r/5), F = −G/2.

```lean
/-- The radial function `r^(3/5) exp(-4r/5)`, for `r > 0`. -/
def coulombG (r : ℝ) : ℝ := r ^ (3 / 5 : ℝ) * Real.exp (-(4 / 5) * r)
```

**Solution.** The product rule gives

G' = (3/(5r) − 4/5)G.

The mass factor is

M = 1 + (−2/5 + 4/(5r))/2 = 4/5 + 2/(5r),

which is positive and varies with r. The right-hand side of the first Dirac equation is

G/r + 2MF = (1/r − M)G = (3/(5r) − 4/5)G,

which equals G'. The right-hand side of the second is

−F/r + (V − E)G = (1/(2r) − 4/(5r) + 2/5)G = −(1/2)(3/(5r) − 4/5)G,

which equals F' = −G'/2.

This pair is not normalised. To obtain ∫(G² + F²)dr = 1 over r > 0, multiply both functions by

[(4/5)(8/5)^(11/5)/Γ(11/5)]^(1/2),

where Γ is the gamma function. The small component then contributes 1/5 of this integral. With ħ = m = c = 1, the strength 4/5 of the potential is Zα, where Z is the nuclear charge number and α ≈ 1/137 is the fine-structure constant. The pair therefore describes the 1s state of one electron at a point nucleus with Z ≈ 110.

In Lean, `hg` is the logarithmic slope of G, built from the rules for real powers and exponentials. Both Dirac equations reduce to it by `ring`, and `positivity` shows that M is nonzero. The example provides a solution to which parts (b) and (g) apply with M' ≠ 0.

```lean
/-- In the Coulomb potential `V = -(4/5)/r` with `c = 1`, `E = -2/5` and `k = -1`, the pair
`G = r^(3/5) exp(-4r/5)`, `F = -G/2` solves the radial Dirac equations, and `M` has no
zero at `r > 0`. -/
theorem radialDirac_witness :
    IsRadialDirac 1 (-2 / 5) (-1) (fun r => -(4 / 5) / r) coulombG
      (fun r => -1 / 2 * coulombG r) ∧
    ∀ r : ℝ, 0 < r → relMass 1 (-2 / 5) (fun r => -(4 / 5) / r) r ≠ 0 := by
  constructor
  · intro r hr
    -- the logarithmic slope of G is 3/(5r) - 4/5
    have hg : HasDerivAt coulombG ((3 / 5 / r - 4 / 5) * coulombG r) r := by
      have h1 := Real.hasDerivAt_rpow_const
        (Or.inl hr.ne' : r ≠ 0 ∨ 1 ≤ (3 / 5 : ℝ))
      have h2 := ((hasDerivAt_id' r).const_mul (-(4 / 5) : ℝ)).exp
      refine (h1.fun_mul h2).congr_deriv ?_
      simp only [coulombG]
      rw [Real.rpow_sub_one hr.ne']
      ring
    refine ⟨hg.congr_deriv ?_, (hg.const_mul (-1 / 2)).congr_deriv ?_⟩
    · simp only [relMass]
      ring
    · ring
  · intro r hr
    have e : relMass 1 (-2 / 5) (fun r => -(4 / 5) / r) r = 4 / 5 + 2 / 5 / r := by
      simp only [relMass]
      ring
    rw [e]
    positivity

end

end ScalarRelativistic
```

```lean
#print axioms ScalarRelativistic.centrifugal_eq_iff
#print axioms ScalarRelativistic.spin_orbit_average
#print axioms ScalarRelativistic.spin_orbit_splitting
#print axioms ScalarRelativistic.s_wave_exact
```

```
'ScalarRelativistic.centrifugal_eq_iff' depends on axioms: [propext, Classical.choice, Quot.sound]
'ScalarRelativistic.spin_orbit_average' depends on axioms: [propext, Classical.choice, Quot.sound]
'ScalarRelativistic.spin_orbit_splitting' depends on axioms: [propext, Classical.choice, Quot.sound]
'ScalarRelativistic.s_wave_exact' depends on axioms: [propext, Classical.choice, Quot.sound]
```
